# One adsorbate level with nonzero couplings to distinct substrate levels: exactly one coupled level in each gap

An atom with a single valence orbital settles on a small metal cluster. Before contact the cluster has a ladder of one-electron levels and the atom has one level of its own. After contact the orbitals mix and all energies may shift. Where can the new levels lie, and can a cluster level stay exactly where it was?

Let ea be the adsorbate level, e_k the substrate levels, and V_k the real coupling between the adsorbate orbital and substrate orbital k. Textbooks often write ε_a and ε_k; the letter e is an energy here, not the elementary charge. The substrate orbitals carry labels from a finite set `ι`.

In Lean 4 with Mathlib:

```lean
import Mathlib

open Matrix Set

namespace AdsorbateInterlacing

noncomputable section

variable {ι : Type*} [Fintype ι] [DecidableEq ι]
```

The substrate orbitals are taken as eigenstates of the bare substrate, so they do not couple to each other. In the matrix H, the index `none` is the adsorbate and `some k` is substrate orbital k. The basis is orthonormal.

```lean
/-- The Hamiltonian of an adsorbate level `ea` (index `none`) coupled by `V k` to substrate
levels `e k` (index `some k`), which are not coupled to each other. -/
def hamiltonian (ea : ℝ) (e V : ι → ℝ) : Matrix (Option ι) (Option ι) ℝ
  | none, none => ea
  | none, some k => V k
  | some k, none => V k
  | some k, some l => if k = l then e k else 0
```

A level of the coupled system is a number z for which H x = z x has a nonzero real solution x. Since H is real and symmetric, real vectors suffice. Below, x_a stands for `x none` and x_k for `x (some k)`.

```lean
/-- `z` is a level of the coupled system: an eigenvalue of its Hamiltonian, with a nonzero
real eigenvector. -/
def IsLevel (ea : ℝ) (e V : ι → ℝ) (z : ℝ) : Prop :=
  ∃ x : Option ι → ℝ, x ≠ 0 ∧ hamiltonian ea e V *ᵥ x = z • x
```

## (a) The eigenvalue equation, row by row

**Task.** Show that H x = z x is equivalent to

ea x_a + Σ_k V_k x_k = z x_a

V_k x_a + e_k x_k = z x_k for every k.

**Solution.** The adsorbate row of H contains ea and all the V_k, which gives the first equation. Row k contains V_k in the adsorbate column, e_k on the diagonal and zeros elsewhere, which gives the second.

```lean
/-- The eigenvalue equation in components: one equation for the adsorbate amplitude and one
for each substrate amplitude. -/
theorem eigen_iff {ea : ℝ} {e V : ι → ℝ} {z : ℝ} {x : Option ι → ℝ} :
    hamiltonian ea e V *ᵥ x = z • x ↔
      ea * x none + ∑ k, V k * x (some k) = z * x none ∧
      ∀ k, V k * x none + e k * x (some k) = z * x (some k) := by
  rw [funext_iff, Option.forall]
  refine and_congr ?_ (forall_congr' fun k => ?_) <;>
    simp [hamiltonian, Matrix.mulVec, dotProduct, Fintype.sum_option]
```

`Option.forall` separates the adsorbate row from the substrate rows, and `simp` multiplies out each one.

## (b) When a substrate level stays in place

**Task.** For distinct substrate levels, show that

e_k is a level of the coupled system ⇔ V_k = 0.

**Solution.** Let x be an eigenvector at z = e_k and suppose V_k ≠ 0. Row k reads V_k x_a = 0, so x_a = 0. For l ≠ k, row l becomes (e_l − e_k) x_l = 0, so x_l = 0. The adsorbate row is then V_k x_k = 0, so x_k = 0 as well. Thus x = 0, a contradiction.

Conversely, if V_k = 0, the vector with x_k = 1 and all other amplitudes zero satisfies both equations of (a).

```lean
/-- If the substrate levels are distinct, a substrate level `e k` is a level of the coupled
system exactly when its coupling `V k` to the adsorbate vanishes. -/
theorem isLevel_substrate_iff (ea : ℝ) {e : ι → ℝ} (V : ι → ℝ)
    (he : Function.Injective e) (k : ι) : IsLevel ea e V (e k) ↔ V k = 0 := by
  constructor
  · rintro ⟨x, hx, h⟩
    by_contra hV
    obtain ⟨ha, hs⟩ := eigen_iff.1 h
    -- row `k` forces the adsorbate amplitude to vanish
    have h0 : x none = 0 := by
      have h1 : V k * x none = 0 := by linear_combination hs k
      exact (mul_eq_zero.1 h1).resolve_left hV
    -- the other rows then remove all other substrate amplitudes
    have hl : ∀ l, l ≠ k → x (some l) = 0 := by
      intro l hlk
      have h1 : (e l - e k) * x (some l) = 0 := by
        linear_combination hs l - V l * h0
      exact (mul_eq_zero.1 h1).resolve_left (sub_ne_zero.2 fun h2 => hlk (he h2))
    -- the adsorbate row removes the last one
    have hsum : ∑ l, V l * x (some l) = V k * x (some k) :=
      Finset.sum_eq_single k (fun l _ hlk => by rw [hl l hlk, mul_zero])
        (fun h1 => absurd (Finset.mem_univ k) h1)
    have hk : x (some k) = 0 := by
      have h1 : V k * x (some k) = 0 := by
        rw [hsum] at ha
        linear_combination ha + (e k - ea) * h0
      exact (mul_eq_zero.1 h1).resolve_left hV
    apply hx
    funext o
    cases o with
    | none => exact h0
    | some l =>
      by_cases hlk : l = k
      · rw [hlk]; exact hk
      · exact hl l hlk
  · intro hk
    refine ⟨fun o => o.elim 0 (fun l => if l = k then 1 else 0), fun h => ?_,
      eigen_iff.2 ⟨?_, fun l => ?_⟩⟩
    · simpa using congrFun h (some k)
    · simp [hk]
    · by_cases h : l = k <;> simp [h]
```

`Function.Injective e` says that the levels are distinct, in any order. The facts `h0`, `hl` and `hk` remove the amplitudes in the same sequence as above. If some other level e_l equals e_k, the equivalence can fail: with V_k and V_l nonzero, x_k = V_l and x_l = −V_k give a state that the adsorbate does not touch.

## (c) The secular equation

**Task.** For z different from every e_k, show that z is a level exactly when

z − ea = Σ_k V_k² / (z − e_k).

**Solution.** Let x be an eigenvector. If x_a were zero, the substrate rows would give (z − e_k) x_k = 0, hence x = 0. So x_a ≠ 0, and the substrate rows give

x_k = V_k x_a / (z − e_k).

Inserting this in the adsorbate row and dividing by x_a gives the secular equation.

Conversely, set x_a = 1 and x_k = V_k / (z − e_k). The substrate rows hold because (z − e_k) x_k = V_k, and the adsorbate row is the secular equation. After normalisation, the adsorbate weight of this state is

1 / (1 + Σ_k V_k² / (z − e_k)²).

```lean
/-- Secular equation: an energy `z` different from every substrate level is a level of the
coupled system exactly when `z - ea = ∑ V k ^ 2 / (z - e k)`. -/
theorem isLevel_iff_secular (ea : ℝ) (e V : ι → ℝ) {z : ℝ} (hz : ∀ k, z ≠ e k) :
    IsLevel ea e V z ↔ z - ea = ∑ k, V k ^ 2 / (z - e k) := by
  have hne : ∀ k, z - e k ≠ 0 := fun k => sub_ne_zero.2 (hz k)
  constructor
  · rintro ⟨x, hx, h⟩
    obtain ⟨ha, hs⟩ := eigen_iff.1 h
    -- an eigenvector without adsorbate amplitude would vanish
    have hx0 : x none ≠ 0 := by
      intro h0
      apply hx
      funext o
      cases o with
      | none => exact h0
      | some k =>
        have h1 : (z - e k) * x (some k) = 0 := by
          linear_combination V k * h0 - hs k
        exact (mul_eq_zero.1 h1).resolve_left (hne k)
    have hk : ∀ k, V k ^ 2 / (z - e k) * x none = V k * x (some k) := by
      intro k
      rw [div_mul_eq_mul_div, div_eq_iff (hne k)]
      linear_combination V k * hs k
    apply mul_right_cancel₀ hx0
    rw [Finset.sum_mul, Finset.sum_congr rfl fun k _ => hk k]
    linear_combination -ha
  · intro h
    refine ⟨fun o => o.elim 1 (fun k => V k / (z - e k)), fun h0 => ?_,
      eigen_iff.2 ⟨?_, fun k => ?_⟩⟩
    · simpa using congrFun h0 none
    · show ea * 1 + ∑ k, V k * (V k / (z - e k)) = z * 1
      have h1 : ∑ k, V k * (V k / (z - e k)) = ∑ k, V k ^ 2 / (z - e k) :=
        Finset.sum_congr rfl fun k _ => by ring
      rw [h1]
      linear_combination -h
    · show V k * 1 + e k * (V k / (z - e k)) = z * (V k / (z - e k))
      linear_combination -(div_mul_cancel₀ (V k) (hne k))
```

Here couplings may vanish and substrate levels may coincide. In the first direction the code proves the secular equation multiplied by x_a, and `mul_right_cancel₀` allows the nonzero factor to be cancelled.

## (d) A substrate level between any two coupled levels

**Task.** Let the substrate levels be distinct and all V_k nonzero. If z < w are both levels of the coupled system, show that for some k

z < e_k < w.

**Solution.** Suppose there is no such k. By (b), neither z nor w equals a substrate level, so each e_k lies below both or above both, and (z − e_k)(w − e_k) > 0. Therefore

V_k²/(z − e_k) − V_k²/(w − e_k) = V_k² (w − z) / ((z − e_k)(w − e_k)) ≥ 0.

Summing over k and using (c) at both energies gives w − ea ≤ z − ea, which contradicts z < w.

```lean
/-- For distinct substrate levels and nonzero couplings, a substrate level lies strictly
between any two different levels of the coupled system. -/
theorem substrate_level_between {ea : ℝ} {e V : ι → ℝ} (he : Function.Injective e)
    (hV : ∀ k, V k ≠ 0) {z w : ℝ} (hz : IsLevel ea e V z) (hw : IsLevel ea e V w)
    (hzw : z < w) : ∃ k, z < e k ∧ e k < w := by
  by_contra hno
  have hne : ∀ y, IsLevel ea e V y → ∀ k, y ≠ e k := by
    intro y hy k hk
    rw [hk] at hy
    exact hV k ((isLevel_substrate_iff ea V he k).1 hy)
  have sz := (isLevel_iff_secular ea e V (hne z hz)).1 hz
  have sw := (isLevel_iff_secular ea e V (hne w hw)).1 hw
  -- with no pole in between, each term of the secular sum does not increase
  have hle : ∑ k, V k ^ 2 / (w - e k) ≤ ∑ k, V k ^ 2 / (z - e k) := by
    refine Finset.sum_le_sum fun k _ => ?_
    have h1 : z - e k ≠ 0 := sub_ne_zero.2 (hne z hz k)
    have h2 : w - e k ≠ 0 := sub_ne_zero.2 (hne w hw k)
    have hpos : 0 < (z - e k) * (w - e k) := by
      rcases lt_or_gt_of_ne (hne z hz k) with h | h
      · have h3 : w < e k :=
          lt_of_le_of_ne (not_lt.1 fun h4 => hno ⟨k, h, h4⟩) (hne w hw k)
        exact mul_pos_of_neg_of_neg (by linarith) (by linarith)
      · exact mul_pos (by linarith) (by linarith)
    have hd : V k ^ 2 / (z - e k) - V k ^ 2 / (w - e k)
        = V k ^ 2 * (w - z) / ((z - e k) * (w - e k)) := by
      rw [div_sub_div _ _ h1 h2]
      congr 1
      ring
    have h5 : 0 ≤ V k ^ 2 * (w - z) / ((z - e k) * (w - e k)) :=
      div_nonneg (mul_nonneg (sq_nonneg _) (by linarith)) hpos.le
    linarith
  linarith
```

The sign of the product is `hpos`, the difference of fractions is `hd`, and `Finset.sum_le_sum` adds up the terms. The last `linarith` finds the contradiction.

## (e) A level inside a gap

**Task.** Let e_p < e_q, with V_p and V_q nonzero and every other substrate level below e_p or above e_q. Show that there is a level z with

e_p < z < e_q.

**Solution.** Collect the other substrate terms in

T(z) = Σ_{k ≠ p,q} V_k² / (z − e_k),

which is continuous on the closed gap. Bring the secular equation to one side and multiply by (z − e_p)(e_q − z), which removes the two poles at the edges:

g(z) = (z − ea − T(z)) (z − e_p)(e_q − z) − V_p² (e_q − z) + V_q² (z − e_p).

At the edges,

g(e_p) = −V_p² (e_q − e_p) < 0

g(e_q) = V_q² (e_q − e_p) > 0.

By the intermediate value theorem g has a zero strictly inside the gap. There the multiplied factor is nonzero, so the secular equation holds and (c) makes z a level.

```lean
/-- If `e p < e q`, both couplings `V p` and `V q` are nonzero, and all other substrate levels
lie below `e p` or above `e q`, the coupled system has a level strictly between the two. -/
theorem exists_level_in_gap (ea : ℝ) {e V : ι → ℝ} {p q : ι} (hpq : e p < e q)
    (hp : V p ≠ 0) (hq : V q ≠ 0)
    (hgap : ∀ k, k ≠ p → k ≠ q → e k < e p ∨ e q < e k) :
    ∃ z ∈ Ioo (e p) (e q), IsLevel ea e V z := by
  have hqp : q ≠ p := fun h => by rw [h] at hpq; exact lt_irrefl _ hpq
  -- the secular equation multiplied by `(z - e p) * (e q - z)`
  let T : ℝ → ℝ := fun z => ∑ k ∈ (Finset.univ.erase p).erase q, V k ^ 2 / (z - e k)
  let g : ℝ → ℝ := fun z => (z - ea - T z) * ((z - e p) * (e q - z))
    - V p ^ 2 * (e q - z) + V q ^ 2 * (z - e p)
  have hT : ContinuousOn T (Icc (e p) (e q)) := by
    refine continuousOn_finsetSum _ fun k hk => ?_
    refine ContinuousOn.div (by fun_prop) (by fun_prop) fun z hz => ?_
    simp only [Finset.mem_erase, Finset.mem_univ, and_true] at hk
    rcases hgap k hk.2 hk.1 with h | h
    · exact ne_of_gt (by linarith [hz.1])
    · exact ne_of_lt (by linarith [hz.2])
  have hg : ContinuousOn g (Icc (e p) (e q)) := by
    refine ContinuousOn.add (ContinuousOn.sub (ContinuousOn.mul
      (ContinuousOn.sub (by fun_prop) hT) (by fun_prop)) (by fun_prop)) (by fun_prop)
  -- opposite signs at the two edges of the gap
  have hgp : g (e p) < 0 := by
    have h1 : g (e p) = -(V p ^ 2 * (e q - e p)) := by simp only [g]; ring
    have h2 : 0 < V p ^ 2 * (e q - e p) := mul_pos (by positivity) (by linarith)
    linarith
  have hgq : 0 < g (e q) := by
    have h1 : g (e q) = V q ^ 2 * (e q - e p) := by simp only [g]; ring
    rw [h1]
    exact mul_pos (by positivity) (by linarith)
  obtain ⟨z, hz, h0⟩ := intermediate_value_Ioo hpq.le hg ⟨hgp, hgq⟩
  have hne : ∀ k, z ≠ e k := by
    intro k hk
    by_cases h1 : k = p
    · rw [h1] at hk; linarith [hz.1]
    by_cases h2 : k = q
    · rw [h2] at hk; linarith [hz.2]
    rcases hgap k h1 h2 with h | h
    · linarith [hz.1]
    · linarith [hz.2]
  refine ⟨z, hz, (isLevel_iff_secular ea e V hne).2 ?_⟩
  have h1 : z - e p ≠ 0 := sub_ne_zero.2 (hne p)
  have h2 : z - e q ≠ 0 := sub_ne_zero.2 (hne q)
  rw [← Finset.add_sum_erase _ _ (Finset.mem_univ p),
    ← Finset.add_sum_erase _ _ (Finset.mem_erase.2 ⟨hqp, Finset.mem_univ q⟩)]
  change z - ea = V p ^ 2 / (z - e p) + (V q ^ 2 / (z - e q) + T z)
  have h3 : (z - ea - T z) * ((z - e p) * (e q - z))
    - V p ^ 2 * (e q - z) + V q ^ 2 * (z - e p) = 0 := h0
  apply mul_right_cancel₀ (mul_ne_zero h1 h2)
  linear_combination -h3 - (z - e q) * (div_mul_cancel₀ (V p ^ 2) h1)
    - (z - e p) * (div_mul_cancel₀ (V q ^ 2) h2)
```

`Ioo` is the open interval. Continuity is `hT` and `hg`, the edge signs are `hgp` and `hgq`, and `Finset.add_sum_erase` splits the terms p and q off the full sum. Couplings other than V_p and V_q may be zero.

## (f) One level per gap

**Task.** Let e_0 < ... < e_m and let all V_k be nonzero. Show that for each i = 0, ..., m − 1 exactly one level z satisfies

e_i < z < e_{i+1},

and that no e_k is a level.

**Solution.** Part (b) excludes the e_k. No substrate level lies between e_i and e_{i+1}, so (e) supplies a level in the gap. Two different levels in the same gap would enclose a substrate level by (d), and there is none.

```lean
/-- Interlacing: for substrate levels `e 0 < ... < e m` and nonzero couplings, the coupled
system has exactly one level strictly between each pair of consecutive substrate levels, and
no substrate level is a level of the coupled system. -/
theorem level_interlacing {m : ℕ} (ea : ℝ) {e V : Fin (m + 1) → ℝ} (he : StrictMono e)
    (hV : ∀ k, V k ≠ 0) :
    (∀ i : Fin m, ∃! z, z ∈ Ioo (e i.castSucc) (e i.succ) ∧ IsLevel ea e V z) ∧
      ∀ k, ¬ IsLevel ea e V (e k) := by
  refine ⟨fun i => ?_, fun k hk => hV k ((isLevel_substrate_iff ea V he.injective k).1 hk)⟩
  -- no substrate level lies inside the gap
  have hempty : ∀ k, e i.castSucc < e k → e k < e i.succ → False := by
    intro k h1 h2
    have h3 := Fin.lt_def.1 (he.lt_iff_lt.1 h1)
    have h4 := Fin.lt_def.1 (he.lt_iff_lt.1 h2)
    simp only [Fin.val_castSucc, Fin.val_succ] at h3 h4
    omega
  have hgap : ∀ k, k ≠ i.castSucc → k ≠ i.succ → e k < e i.castSucc ∨ e i.succ < e k := by
    intro k h1 h2
    rcases lt_or_gt_of_ne h1 with h | h
    · exact Or.inl (he h)
    · rcases lt_or_gt_of_ne h2 with h' | h'
      · exact (hempty k (he h) (he h')).elim
      · exact Or.inr (he h')
  obtain ⟨z, hz, hlev⟩ :=
    exists_level_in_gap ea (he i.castSucc_lt_succ) (hV _) (hV _) hgap
  refine ⟨z, ⟨hz, hlev⟩, ?_⟩
  -- two levels in one gap would enclose a substrate level
  rintro w ⟨hw, hwlev⟩
  rcases lt_trichotomy w z with h | h | h
  · obtain ⟨k, h1, h2⟩ := substrate_level_between he.injective hV hwlev hlev h
    exact (hempty k (hw.1.trans h1) (h2.trans hz.2)).elim
  · exact h
  · obtain ⟨k, h1, h2⟩ := substrate_level_between he.injective hV hlev hwlev h
    exact (hempty k (hz.1.trans h1) (h2.trans hw.2)).elim

end

end AdsorbateInterlacing
```

```lean
#print axioms AdsorbateInterlacing.isLevel_substrate_iff
-- 'AdsorbateInterlacing.isLevel_substrate_iff' depends on axioms: [propext, Classical.choice, Quot.sound]
#print axioms AdsorbateInterlacing.level_interlacing
-- 'AdsorbateInterlacing.level_interlacing' depends on axioms: [propext, Classical.choice, Quot.sound]
```

`Fin (m + 1)` numbers the m + 1 substrate levels from 0, `StrictMono e` orders them, and `i.castSucc` and `i.succ` are the positions i and i + 1. `hempty` states that the gap is empty of substrate levels, and `lt_trichotomy` compares a second candidate w with z. With a single substrate level, m = 0, there are no gaps and only the exclusion of e_0 remains. The theorem does not locate levels below e_0 or above e_m.

The condition V_k ≠ 0 means that every substrate orbital mixes with the adsorbate; an orbital of the wrong symmetry has V_k = 0 and keeps its energy. In this finite, non-interacting model of chemisorption, each gap between neighbouring substrate levels holds exactly one coupled level, however strong the nonzero couplings are. The step from a real surface to this one-electron matrix, with electron repulsion ignored or absorbed into fixed parameters, is a physical approximation that the hypotheses do not justify.

## Bracketing a level in a cluster calculation

In a tight-binding model with one orbital per atom and an orthonormal basis, one can diagonalise the substrate block first. If c_jk is the real amplitude of the normalised substrate eigenstate k on atom j, and v_j couples the adsorbate to that atom, then V_k = Σ_j c_jk v_j. If the substrate levels are distinct and all V_k are nonzero, each pair of neighbouring substrate levels brackets exactly one root of

F(z) = z − ea − Σ_k V_k² / (z − e_k),

which is negative just above the lower edge and positive just below the upper one.

Take e_0 = −1 eV, e_1 = 1 eV, ea = 0.5 eV and V_0 = V_1 = 1 eV. Then F(0) = −0.5 eV and F(0.5 eV) ≈ 1.33 eV, so the level lies between 0 and 0.5 eV. At the midpoint, F(0.25 eV) ≈ 0.28 eV, which narrows the range to 0 to 0.25 eV. Bisection continues in this way, and the adsorbate weight then follows from the formula in (c).
